# Time-step bias of unadjusted Langevin sampling for a Gaussian trial function in the harmonic oscillator

A variational energy should never lie below the ground-state energy, but a Monte Carlo estimate of it can, even with unlimited statistics. Take the oscillator with ħ = m = ω = 1, whose ground-state energy is 1/2, and the trial function exp(-x²). If the walkers make Langevin steps of length τ = 1/2 without an accept/reject test, the stationary mean of the local energy is 1/4. The finite step has changed the distribution being sampled, and longer runs only converge to the wrong number more precisely. For normalisable Gaussian trial functions and centred Gaussian walker laws, the bias has a closed form whenever the step is short enough for a stationary law to exist.

## A Gaussian trial function and moves without rejection

The trial function is ψ(x) = exp(-a x²), with a real parameter a. Its drift is ψ′/ψ = -2ax, so a Langevin step of length τ with standard normal noise z is

x ↦ x + τ ψ′(x)/ψ(x) + √τ z = (1 - 2aτ)x + √τ z.

Every move is accepted. With a correct Metropolis test ψ² would be stationary and this bias would be absent. The linear drift is what keeps a Gaussian law Gaussian; a general trial function would not do so.

```lean
import Mathlib

open MeasureTheory ProbabilityTheory Filter
open scoped NNReal Topology

namespace LangevinTimeStepError

noncomputable section

/-- The Gaussian trial function `exp (-a x²)`. -/
def trial (a : ℝ) : ℝ → ℝ := fun x => Real.exp (-a * x ^ 2)

/-- The local energy `(Hψ)/ψ` of the trial function for the oscillator
Hamiltonian `H = -(1/2) d²/dx² + x²/2`. -/
def localEnergy (a x : ℝ) : ℝ :=
  (-(1 / 2) * deriv (deriv (trial a)) x + x ^ 2 / 2 * trial a x) / trial a x

/-- The mean local energy over walkers with a centred Gaussian law of variance `s`. -/
def sampledEnergy (a : ℝ) (s : ℝ≥0) : ℝ := ∫ x, localEnergy a x ∂(gaussianReal 0 s)

/-- One Langevin step without rejection, acting on the law of a walker: the position `x` moves to
`(1 - 2aτ) x + √τ z` with `z` an independent standard normal variable. -/
def langevinStep (a τ : ℝ) (μ : Measure ℝ) : Measure ℝ :=
  Measure.map (fun p : ℝ × ℝ => (1 - 2 * a * τ) * p.1 + √τ * p.2) (μ.prod (gaussianReal 0 1))

/-- The variance `1 / (4a(1 - aτ))`. -/
def stationaryVariance (a τ : ℝ) : ℝ := 1 / (4 * a * (1 - a * τ))
```

In `localEnergy` the Hamiltonian acts through actual second derivatives. `langevinStep` acts on the law of a walker, not on a single trajectory: it pushes the product of the walker law and a standard normal law forward under the move. The product measure expresses that the noise is independent of the position. Correlated noise would add a covariance term to the new variance.

Differentiating twice gives

ψ″ = (-2a + 4a²x²)ψ,

and therefore the local energy

E_L(x) = -ψ″/(2ψ) + x²/2 = a + (1/2 - 2a²)x².

The proof follows the same route: `h1` and `h2` are the two derivatives, and `h4` permits division by ψ.

```lean
/-- The local energy of the Gaussian trial function is `a + (1/2 - 2a²) x²`. -/
theorem localEnergy_eq (a x : ℝ) : localEnergy a x = a + (1 / 2 - 2 * a ^ 2) * x ^ 2 := by
  have h1 : ∀ y, HasDerivAt (trial a) (-2 * a * y * trial a y) y := by
    intro y
    have hy : HasDerivAt (fun t : ℝ => t ^ 2) (2 * y) y := by
      simpa using hasDerivAt_pow 2 y
    exact ((hy.const_mul (-a)).exp).congr_deriv (by simp only [trial]; ring)
  have h2 : HasDerivAt (fun y => -2 * a * y * trial a y)
      ((-2 * a + 4 * a ^ 2 * x ^ 2) * trial a x) x :=
    (((hasDerivAt_id' x).const_mul (-2 * a)).fun_mul (h1 x)).congr_deriv (by ring)
  have h3 : deriv (trial a) = fun y => -2 * a * y * trial a y := funext fun y => (h1 y).deriv
  have h4 : trial a x ≠ 0 := Real.exp_ne_zero _
  rw [localEnergy, h3, h2.deriv, div_eq_iff h4]
  ring
```

## a > 0: a trial function that can be normalised

Positive a makes ψ² integrable and directs the drift towards the origin. The Gaussian of variance 1/(4a) has a density proportional to

exp(-x²/(2 · 1/(4a))) = exp(-2a x²) = ψ(x)²,

so it is the law that exact sampling would produce, and its mean local energy is the reference from which the bias is measured. The next theorem states the proportionality, with the density at the origin as the constant. Its proof uses `ha` to know that 1/(4a) is a genuine variance; `toNNReal` merely turns this real number into the nonnegative type that Mathlib's Gaussian expects.

```lean
/-- The Gaussian density of variance `1/(4a)` is proportional to the squared trial function. -/
theorem density_eq_trial_sq {a : ℝ} (ha : 0 < a) (x : ℝ) :
    gaussianPDFReal 0 (1 / (4 * a)).toNNReal x =
      gaussianPDFReal 0 (1 / (4 * a)).toNNReal 0 * trial a x ^ 2 := by
  simp only [gaussianPDFReal, trial]
  rw [Real.coe_toNNReal _ (by positivity), ← Real.exp_nat_mul, mul_assoc (_⁻¹ : ℝ),
    ← Real.exp_add]
  congr 2
  simp only [sub_zero]
  push_cast
  field_simp
  all_goals ring
```

Without this hypothesis there may be nothing to sample. For a = 0 the trial function is constant, the drift vanishes, and each step adds τ to the variance, so no centred Gaussian is invariant.

## Centred Gaussian walkers of variance s

The walker law is `gaussianReal 0 s`, with mean 0 and variance s ≥ 0; s = 0 means that all walkers sit at the origin. By hand, the zero mean gives ⟨x²⟩ = s, and the mean local energy is

E(s) = a + (1/2 - 2a²)s.

In the proof, `hint` establishes that x² is integrable and `hsq` identifies its mean with the variance.

```lean
/-- Over a centred Gaussian law of variance `s` the mean local energy is
`a + (1/2 - 2a²) s`. -/
theorem sampledEnergy_eq (a : ℝ) (s : ℝ≥0) :
    sampledEnergy a s = a + (1 / 2 - 2 * a ^ 2) * s := by
  have hmem : MemLp id 2 (gaussianReal 0 s) := by
    exact_mod_cast memLp_id_gaussianReal (μ := 0) (v := s) 2
  have hint : Integrable (fun x : ℝ => x ^ 2) (gaussianReal 0 s) := hmem.integrable_sq
  have hsq : ∫ x, x ^ 2 ∂(gaussianReal 0 s) = (s : ℝ) := by
    have h := variance_of_integral_eq_zero (μ := gaussianReal 0 s) (X := id)
      aemeasurable_id integral_id_gaussianReal
    rw [variance_id_gaussianReal] at h
    exact h.symm
  unfold sampledEnergy
  simp_rw [localEnergy_eq]
  rw [integral_add (integrable_const _) (hint.const_mul _), integral_const_mul, hsq]
  simp
```

Scaling x by 1 - 2aτ multiplies its variance by the square of that factor, and the independent noise contributes τ. The new variance is

s′ = (1 - 2aτ)²s + τ.

The Lean proof rewrites the step as a convolution of the scaled walker law with the scaled noise, then applies Mathlib's rules for scaling and convolving Gaussians. Here τ ≥ 0 is enough, and it is used for (√τ)² = τ.

```lean
/-- A Langevin step maps the centred Gaussian of variance `s` to the centred Gaussian of
variance `(1 - 2aτ)² s + τ`. -/
theorem langevinStep_gaussian (a : ℝ) {τ : ℝ} (hτ : 0 ≤ τ) (s : ℝ≥0) :
    langevinStep a τ (gaussianReal 0 s) =
      gaussianReal 0 ((1 - 2 * a * τ) ^ 2 * s + τ).toNNReal := by
  -- the new law is the convolution of the scaled old law with the scaled noise
  have key : langevinStep a τ (gaussianReal 0 s) =
      Measure.conv ((gaussianReal 0 s).map ((1 - 2 * a * τ) * ·))
        ((gaussianReal 0 1).map (√τ * ·)) := by
    unfold langevinStep Measure.conv
    rw [Measure.map_prod_map _ _ (by fun_prop) (by fun_prop),
      Measure.map_map (by fun_prop) (by fun_prop)]
    rfl
  rw [key, gaussianReal_map_const_mul, gaussianReal_map_const_mul,
    gaussianReal_conv_gaussianReal]
  congr 1
  · simp
  · apply NNReal.eq
    rw [Real.coe_toNNReal _ (by positivity)]
    simp [Real.sq_sqrt hτ]
```

If the Gaussian is not centred, its mean m becomes (1 - 2aτ)m. For a = 1 and τ = 1/4 the mean halves at each step, so a displaced Gaussian is not invariant. The theorems compare centred Gaussians only and make no uniqueness claim among all probability laws.

## τ > 0: a step that moves the walkers

A positive τ is a real move with real noise. By hand, subtracting s from the update gives

s′ - s = τ[1 - 4a(1 - aτ)s],

and dividing by τ shows that the variance is unchanged exactly when 4a(1 - aτ)s = 1. The proof does this with `mul_left_cancel₀ hτ.ne'`, after `gaussianReal_ext_iff` has reduced equality of two Gaussians to equality of their means and variances.

```lean
/-- A centred Gaussian of variance `s` is invariant under the Langevin step exactly when
`4a(1 - aτ) s = 1`. -/
theorem invariant_iff (a : ℝ) {τ : ℝ} (hτ : 0 < τ) (s : ℝ≥0) :
    langevinStep a τ (gaussianReal 0 s) = gaussianReal 0 s ↔
      4 * a * (1 - a * τ) * s = 1 := by
  rw [langevinStep_gaussian a hτ.le, gaussianReal_ext_iff]
  constructor
  · rintro ⟨-, h⟩
    have h' := congrArg NNReal.toReal h
    rw [Real.coe_toNNReal _ (by positivity)] at h'
    apply mul_left_cancel₀ hτ.ne'
    linear_combination -h'
  · intro h
    refine ⟨rfl, NNReal.eq ?_⟩
    rw [Real.coe_toNNReal _ (by positivity)]
    linear_combination (-τ) * h
```

At τ = 0 the step is the identity and every Gaussian is invariant. With a = 1, for instance, the variance s = 7 is preserved, although 4as = 28.

## aτ < 1: a step short enough for a stationary law

The drift multiplies x by 1 - 2aτ. For a, τ > 0 the condition aτ < 1 says that this factor has absolute value below 1, so the drift may overshoot the origin but still brings the walker closer to it. The condition also makes 4a(1 - aτ) positive, which allows the invariance equation to be solved:

s = 1/(4a(1 - aτ)).

Subtracting the reference energy then gives

E(s) - E(1/(4a)) = (1/2 - 2a²)[1/(4a(1 - aτ)) - 1/(4a)]

= (1/2 - 2a²) · τ/(4(1 - aτ))

= τ(1 - 4a²)/(8(1 - aτ)).

The main theorem has these two parts: an equivalence that fixes the invariant variance, and the energy difference for an invariant law. In the proof, `h1` is the inequality 1 - aτ > 0. It justifies the division in `hiff`, and `field_simp` and `ring` finish the energy algebra.

```lean
/-- Time-step error of Langevin sampling for the oscillator: the invariant centred Gaussian has
variance `1/(4a(1 - aτ))`, and its mean local energy minus that of the Gaussian of variance `1/(4a)`
equals `τ(1 - 4a²)/(8(1 - aτ))`. -/
theorem langevin_time_step_error {a τ : ℝ} (ha : 0 < a) (hτ : 0 < τ) (h : a * τ < 1)
    (s : ℝ≥0) :
    (langevinStep a τ (gaussianReal 0 s) = gaussianReal 0 s ↔
      (s : ℝ) = 1 / (4 * a * (1 - a * τ))) ∧
    (langevinStep a τ (gaussianReal 0 s) = gaussianReal 0 s →
      sampledEnergy a s - sampledEnergy a (1 / (4 * a)).toNNReal =
        τ * (1 - 4 * a ^ 2) / (8 * (1 - a * τ))) := by
  have h1 : 0 < 1 - a * τ := by linarith
  have hiff : langevinStep a τ (gaussianReal 0 s) = gaussianReal 0 s ↔
      (s : ℝ) = 1 / (4 * a * (1 - a * τ)) := by
    rw [invariant_iff a hτ, eq_div_iff (mul_pos (by positivity) h1).ne']
    constructor <;> intro h2 <;> linear_combination h2
  refine ⟨hiff, fun hinv => ?_⟩
  have hne : 1 - a * τ ≠ 0 := h1.ne'
  rw [sampledEnergy_eq, sampledEnergy_eq, hiff.mp hinv, Real.coe_toNNReal _ (by positivity)]
  field_simp
  ring
```

The energy part assumes invariance. Walkers that start with variance 1/(4a) have no energy error before their first step.

For a = 1 and τ = 1/2 the factor 1 - 2aτ is zero, so every step discards the old position and draws a new one with variance 1/2. The formula agrees: 1/(4 · 1 · 1/2) = 1/2, twice the variance 1/4 of ψ². The energies are

E(1/2) = 1 - (3/2)(1/2) = 1/4,

E(1/4) = 1 - (3/2)(1/4) = 5/8.

Their difference is -3/8, and the general formula gives (1/2)(1 - 4)/(8 · 1/2) = -3/8.

The energy bias is positive for a < 1/2 and negative for a > 1/2. At a = 1/2 the trial function is the exact ground state and the local energy is constant, so the energy is right even though the sampled distribution is too wide. In this one-particle, one-parameter model, an energy that does not change with the time step is therefore no proof that the distribution is correct. Diffusion Monte Carlo adds branching, which is not modelled here.

When aτ ≥ 1, no centred Gaussian is invariant. At a = τ = 1 the move is x ↦ -x + z, and the variance grows by 1 at every step. In general the left side of 4a(1 - aτ)s = 1 is then at most zero, which is the contradiction reached in the proof.

```lean
/-- For `aτ ≥ 1` no centred Gaussian is invariant under the Langevin step. -/
theorem no_invariant_gaussian {a τ : ℝ} (ha : 0 < a) (hτ : 0 < τ) (h : 1 ≤ a * τ) (s : ℝ≥0) :
    langevinStep a τ (gaussianReal 0 s) ≠ gaussianReal 0 s := by
  intro hinv
  have h1 := (invariant_iff a hτ s).mp hinv
  have h2 : 0 ≤ a * s * (a * τ - 1) :=
    mul_nonneg (mul_nonneg ha.le s.coe_nonneg) (by linarith)
  nlinarith
```

Below the threshold, write S = 1/(4a(1 - aτ)) and q = (1 - 2aτ)². Since S is a fixed point of the variance update, each step multiplies the distance to S by q. Starting from variance v, after k steps the variance is

s_k = q^k v + (1 - q^k)S.

The proof is an induction on k: `key` is the fixed-point equation, and `hq` gives q ≤ 1, which keeps the variance nonnegative. Because 1 - q = 4aτ(1 - aτ) > 0, the formula also shows that s_k tends to S, so equilibration leads to the biased variance and not to that of ψ².

```lean
/-- After `k` Langevin steps from a centred Gaussian of variance `v`, the law is a centred Gaussian
whose variance is the average of `v` and `1/(4a(1 - aτ))` with weights `(1 - 2aτ)^(2k)` and
`1 - (1 - 2aτ)^(2k)`. -/
theorem langevin_iterate {a τ : ℝ} (ha : 0 < a) (hτ : 0 < τ) (h : a * τ < 1)
    (v : ℝ≥0) (k : ℕ) :
    (langevinStep a τ)^[k] (gaussianReal 0 v) =
      gaussianReal 0 (((1 - 2 * a * τ) ^ 2) ^ k * v +
        (1 - ((1 - 2 * a * τ) ^ 2) ^ k) * stationaryVariance a τ).toNNReal := by
  have h1 : 0 < 1 - a * τ := by linarith
  have hS : 0 < stationaryVariance a τ := one_div_pos.mpr (mul_pos (by positivity) h1)
  have hq : (1 - 2 * a * τ) ^ 2 ≤ 1 := by nlinarith [mul_pos (mul_pos ha hτ) h1]
  -- the stationary variance is the fixed point of the variance update
  have key : (1 - 2 * a * τ) ^ 2 * stationaryVariance a τ + τ = stationaryVariance a τ := by
    have h2 : stationaryVariance a τ * (4 * a * (1 - a * τ)) = 1 :=
      div_mul_cancel₀ 1 (mul_pos (by positivity) h1).ne'
    linear_combination (-τ) * h2
  induction k with
  | zero => simp
  | succ k ih =>
    have hk : ((1 - 2 * a * τ) ^ 2) ^ k ≤ 1 := pow_le_one₀ (sq_nonneg _) hq
    have hnn : 0 ≤ ((1 - 2 * a * τ) ^ 2) ^ k * (v : ℝ) +
        (1 - ((1 - 2 * a * τ) ^ 2) ^ k) * stationaryVariance a τ :=
      add_nonneg (by positivity) (mul_nonneg (by linarith) hS.le)
    rw [Function.iterate_succ_apply', ih, langevinStep_gaussian a hτ.le,
      Real.coe_toNNReal _ hnn]
    congr 2
    rw [pow_succ ((1 - 2 * a * τ) ^ 2) k]
    linear_combination key

end

end LangevinTimeStepError
```

```lean
#print axioms LangevinTimeStepError.density_eq_trial_sq
-- 'LangevinTimeStepError.density_eq_trial_sq' depends on axioms: [propext, Classical.choice, Quot.sound]
#print axioms LangevinTimeStepError.langevin_time_step_error
-- 'LangevinTimeStepError.langevin_time_step_error' depends on axioms: [propext, Classical.choice, Quot.sound]
#print axioms LangevinTimeStepError.no_invariant_gaussian
-- 'LangevinTimeStepError.no_invariant_gaussian' depends on axioms: [propext, Classical.choice, Quot.sound]
#print axioms LangevinTimeStepError.langevin_iterate
-- 'LangevinTimeStepError.langevin_iterate' depends on axioms: [propext, Classical.choice, Quot.sound]
```
